# An operator-norm bound on the change of natural occupations between two real symmetric pair matrices

Small natural occupations computed on a grid can be comparable to the quadrature error, and an error bound helps to judge them. For two electrons in a singlet state with real spatial wavefunction ψ(r₁,r₂) = ψ(r₂,r₁), the natural orbitals can be chosen as eigenfunctions of the integral operator with kernel ψ. Points rᵢ and weights wᵢ turn their equation into

∑ⱼ Kᵢⱼ wⱼ vⱼ = t vᵢ,  Kᵢⱼ = ψ(rᵢ,rⱼ).

With W = diag(w), the matrix here is KW. It is in general not symmetric, and a small change in a nonsymmetric matrix can move its eigenvalues by much more than the size of the change. The problems below therefore work with C = √W K √W.

The grid is a finite index type `ι`, and matrices and vectors are real. The opened scope `Matrix.Norms.L2Operator` makes ‖·‖ the ℓ² operator norm, the largest factor by which a matrix stretches a Euclidean vector.

```lean
import Mathlib

open Matrix
open scoped Matrix.Norms.L2Operator

namespace NaturalOccupationQuadrature

noncomputable section

variable {ι : Type*} [Fintype ι] [DecidableEq ι]
```

An eigenvalue is a real number with a nonzero real eigenvector; multiplicity is not recorded.

```lean
/-- The number `t` is an eigenvalue of the real matrix `M`: some nonzero vector is
multiplied by `t`. -/
def IsEigenvalue (M : Matrix ι ι ℝ) (t : ℝ) : Prop :=
  ∃ v : ι → ℝ, v ≠ 0 ∧ M *ᵥ v = t • v
```

The matrix C is `symmetrized K w`.

```lean
/-- The symmetrized quadrature matrix `√W K √W` of a pair function with grid values `K`
and nonnegative quadrature weights `w`. -/
def symmetrized (K : Matrix ι ι ℝ) (w : ι → ℝ) : Matrix ι ι ℝ :=
  diagonal (fun i => √(w i)) * K * diagonal (fun i => √(w i))
```

The density matrix is C Cᵀ. Its eigenvalues are written ν and called occupations, without the usual normalization: the spin-summed occupation number of the singlet is n = 2ν / tr(C Cᵀ). If both matrices being compared have tr(C Cᵀ) = 1, a bound on the change of ν is doubled for n.

```lean
/-- The one-particle density matrix `C Cᵀ` of a pair function with real coefficient
matrix `C`, up to overall normalization. -/
def densityMatrix (C : Matrix ι ι ℝ) : Matrix ι ι ℝ := C * Cᵀ
```

## (a) One characteristic polynomial for KW and C

For nonnegative weights and any square K, show that

det(x·1 − KW) = det(x·1 − √W K √W).

If all weights are positive, √W is invertible and

√W (KW) (√W)⁻¹ = √W K √W,

so the two matrices are similar and the determinants agree. Both determinants are polynomials in the numbers sᵢ = √wᵢ. They agree for all sᵢ > 0, hence by continuity also when some sᵢ = 0.

In Lean, `hW` splits W into √W √W, and `Matrix.charpoly_mul_comm` moves one factor to the front, which treats zero weights together with the rest. Quadratures with negative weights are excluded by `hw`.

```lean
/-- For nonnegative weights, the quadrature matrix `K W` and its symmetrized form
`√W K √W` have the same characteristic polynomial. -/
theorem charpoly_symmetrized (K : Matrix ι ι ℝ) (w : ι → ℝ) (hw : ∀ i, 0 ≤ w i) :
    (K * diagonal w).charpoly = (symmetrized K w).charpoly := by
  have hW : diagonal w = diagonal (fun i => √(w i)) * diagonal (fun i => √(w i)) := by
    rw [diagonal_mul_diagonal]
    congr 1
    ext i
    exact (Real.mul_self_sqrt (hw i)).symm
  -- move one factor `√W` cyclically to the front
  rw [hW, ← mul_assoc, Matrix.charpoly_mul_comm, ← mul_assoc, symmetrized]
```

## (b) Eigenvalues as roots

Show that t is an eigenvalue of M exactly when

det(t·1 − M) = 0.

The equation Mv = tv is the same as (t·1 − M)v = 0. A square matrix sends some nonzero vector to zero exactly when its determinant vanishes. The auxiliary statement `key` is the first step, and `Matrix.exists_mulVec_eq_zero_iff` is the second.

```lean
/-- The eigenvalues of a real matrix are the real roots of its characteristic polynomial. -/
theorem isEigenvalue_iff_charpoly (M : Matrix ι ι ℝ) (t : ℝ) :
    IsEigenvalue M t ↔ M.charpoly.eval t = 0 := by
  have key : ∀ v : ι → ℝ, (scalar ι t - M) *ᵥ v = 0 ↔ M *ᵥ v = t • v := by
    intro v
    have hs : scalar ι t *ᵥ v = t • v := by
      ext i
      simp [Matrix.scalar_apply, Matrix.mulVec_diagonal]
    rw [Matrix.sub_mulVec, sub_eq_zero, hs, eq_comm]
  rw [Matrix.eval_charpoly, ← Matrix.exists_mulVec_eq_zero_iff]
  constructor
  · rintro ⟨v, hv, h⟩
    exact ⟨v, hv, (key v).2 h⟩
  · rintro ⟨v, hv, h⟩
    exact ⟨v, hv, (key v).1 h⟩
```

## (c) Moving a symmetric matrix across the dot product

For symmetric C, show that

(Cu)·v = u·(Cv).

Written out,

∑ᵢ ∑ⱼ Cᵢⱼ uⱼ vᵢ = ∑ⱼ uⱼ ∑ᵢ Cⱼᵢ vᵢ,

where Cᵢⱼ = Cⱼᵢ was used. Lean does the same through the transpose.

```lean
omit [DecidableEq ι] in
/-- A real symmetric matrix can be moved from one side of the dot product to the other. -/
theorem symm_dotProduct {C : Matrix ι ι ℝ} (hC : C.IsSymm) (u v : ι → ℝ) :
    (C *ᵥ u) ⬝ᵥ v = u ⬝ᵥ (C *ᵥ v) := by
  rw [Matrix.dotProduct_mulVec, ← Matrix.vecMul_transpose, hC.eq]
```

## (d) An eigenvalue of C′ near each eigenvalue of C

Let C′ be symmetric with ‖C′ − C‖ ≤ ε, and let t be an eigenvalue of C. Show that C′ has an eigenvalue μ with

|μ − t| ≤ ε.

Take v ≠ 0 with Cv = tv, and an orthonormal eigenbasis C′bᵢ = μᵢbᵢ. Put cᵢ = v·bᵢ. By (c), the vector r = (C′ − C)v has components

r·bᵢ = v·(C′bᵢ) − t v·bᵢ = (μᵢ − t)cᵢ.

Parseval's identity for r and for v, with the norm bound between them, gives

∑ᵢ (μᵢ − t)² cᵢ² = |r|² ≤ ε²|v|² = ε² ∑ᵢ cᵢ².

Suppose every |μᵢ − t| were larger than ε. Since v ≠ 0, some cᵢ is nonzero, and the left side would be strictly larger than the right. So some μᵢ lies within ε of t.

In the code, `hres` computes the components, `hx` and `hr` are the two Parseval identities, and `hle` is the inequality between the sums. The contradiction combines `hfar` (all eigenvalues too far away) with `hc` (a nonzero component) in `Finset.sum_lt_sum`. Only C′ has to be symmetric, because only its eigenbasis is used.

```lean
/-- If a real symmetric matrix `C'` lies within operator-norm distance `ε` of `C`, every
eigenvalue of `C` has an eigenvalue of `C'` within `ε`. -/
theorem eigenvalue_error {C C' : Matrix ι ι ℝ} (hC' : C'.IsSymm) {ε t : ℝ}
    (hε : ‖C' - C‖ ≤ ε) (ht : IsEigenvalue C t) :
    ∃ μ, IsEigenvalue C' μ ∧ |μ - t| ≤ ε := by
  obtain ⟨v, hv, hvt⟩ := ht
  have hε0 : 0 ≤ ε := (norm_nonneg _).trans hε
  have hH : C'.IsHermitian := by
    rw [Matrix.IsHermitian, Matrix.conjTranspose_eq_transpose_of_trivial]
    exact hC'
  let b := hH.eigenvectorBasis
  have hb : ∀ i, C' *ᵥ (b i).ofLp = hH.eigenvalues i • (b i).ofLp :=
    fun i => hH.mulVec_eigenvectorBasis i
  have hin : ∀ i (u : ι → ℝ), inner ℝ (b i) (WithLp.toLp 2 u) = u ⬝ᵥ (b i).ofLp := by
    intro i u
    have h := EuclideanSpace.inner_eq_star_dotProduct (b i) (WithLp.toLp 2 u)
    rw [star_trivial] at h
    exact h
  -- components of the residual in the eigenbasis of `C'`
  have hres : ∀ i, ((C' - C) *ᵥ v) ⬝ᵥ (b i).ofLp
      = (hH.eigenvalues i - t) * (v ⬝ᵥ (b i).ofLp) := by
    intro i
    rw [Matrix.sub_mulVec, sub_dotProduct, symm_dotProduct hC', hb, hvt,
      dotProduct_smul, smul_dotProduct, smul_eq_mul, smul_eq_mul]
    ring
  have hx := b.sum_sq_norm_inner_right (WithLp.toLp 2 v)
  have hr := b.sum_sq_norm_inner_right (WithLp.toLp 2 ((C' - C) *ᵥ v))
  simp only [hin, hres, Real.norm_eq_abs, sq_abs] at hx hr
  have hop : ‖WithLp.toLp 2 ((C' - C) *ᵥ v)‖ ≤ ‖C' - C‖ * ‖WithLp.toLp 2 v‖ :=
    Matrix.l2_opNorm_mulVec (C' - C) (WithLp.toLp 2 v)
  have hle : ‖WithLp.toLp 2 ((C' - C) *ᵥ v)‖ ^ 2 ≤ (ε * ‖WithLp.toLp 2 v‖) ^ 2 :=
    pow_le_pow_left₀ (norm_nonneg _)
      (hop.trans (mul_le_mul_of_nonneg_right hε (norm_nonneg _))) 2
  rw [mul_pow, ← hx, ← hr, Finset.mul_sum] at hle
  by_contra hno
  have hfar : ∀ i, ε ^ 2 < (hH.eigenvalues i - t) ^ 2 := by
    intro i
    have hi : ε < |hH.eigenvalues i - t| := by
      by_contra hn
      refine hno ⟨hH.eigenvalues i, ⟨(b i).ofLp, fun h0 => ?_, hb i⟩, not_lt.mp hn⟩
      exact b.orthonormal.ne_zero i (by ext j; exact congrFun h0 j)
    rw [← sq_abs (hH.eigenvalues i - t)]
    nlinarith
  -- the eigenvector has a nonzero component somewhere
  have hc : ∃ i, v ⬝ᵥ (b i).ofLp ≠ 0 := by
    by_contra hn
    push Not at hn
    have h0 : ‖WithLp.toLp 2 v‖ ^ 2 = 0 := by
      rw [← hx]
      simp [hn]
    have h1 : WithLp.toLp 2 v = 0 := norm_eq_zero.mp (pow_eq_zero_iff two_ne_zero |>.mp h0)
    exact hv (congrArg WithLp.ofLp h1)
  obtain ⟨i, hi⟩ := hc
  refine absurd hle (not_le_of_gt (Finset.sum_lt_sum (fun j _ => ?_)
    ⟨i, Finset.mem_univ i, ?_⟩))
  · rw [mul_pow]
    exact mul_le_mul_of_nonneg_right (hfar j).le (sq_nonneg _)
  · rw [mul_pow]
    exact mul_lt_mul_of_pos_right (hfar i) (by positivity)
```

## (e) Squared eigenvalues of two quadrature matrices

Let K′ be symmetric, let w and w′ be nonnegative, and let the symmetrized matrices C and C′ satisfy ‖C′ − C‖ ≤ ε. For each eigenvalue t of KW, find an eigenvalue μ of K′W′ with

|μ² − t²| ≤ ε(2|t| + ε).

By (a) and (b), t is an eigenvalue of C. Since (√W′ K′ √W′)ᵀ = √W′ K′ √W′, part (d) supplies an eigenvalue μ of C′ with |μ − t| ≤ ε, and (a) and (b) carry it back to K′W′. Then

|μ + t| = |(μ − t) + 2t| ≤ ε + 2|t|,

|μ² − t²| = |μ − t| |μ + t| ≤ ε(2|t| + ε).

The proof names the symmetry of C′ `hS` and the estimate of |μ + t| `h2`; `mul_le_mul` multiplies the two bounds.

The number ε measures the distance between symmetrized matrices, not between K and K′, and it is assumed. Both grids have the same number of points. To compare a grid result with the continuum wavefunction, one must still estimate how far the finite matrix is from the integral operator.

```lean
/-- Let two pair functions have grid values `K` and `K'`, with `K'` symmetric, and nonnegative
weights. If their symmetrized matrices differ by at most `ε` in operator norm, each eigenvalue
`t` of `K W` has an eigenvalue `μ` of `K' W'` with `|μ² - t²| ≤ ε (2|t| + ε)`. -/
theorem quadrature_sq_error {K K' : Matrix ι ι ℝ} {w w' : ι → ℝ} (hK' : K'.IsSymm)
    (hw : ∀ i, 0 ≤ w i) (hw' : ∀ i, 0 ≤ w' i) {ε t : ℝ}
    (hε : ‖symmetrized K' w' - symmetrized K w‖ ≤ ε)
    (ht : IsEigenvalue (K * diagonal w) t) :
    ∃ μ, IsEigenvalue (K' * diagonal w') μ ∧ |μ ^ 2 - t ^ 2| ≤ ε * (2 * |t| + ε) := by
  have hS : (symmetrized K' w').IsSymm := by
    rw [Matrix.IsSymm, symmetrized, Matrix.transpose_mul, Matrix.transpose_mul,
      Matrix.diagonal_transpose, hK'.eq, mul_assoc]
  rw [isEigenvalue_iff_charpoly, charpoly_symmetrized K w hw,
    ← isEigenvalue_iff_charpoly] at ht
  obtain ⟨μ, hμ, h⟩ := eigenvalue_error hS hε ht
  refine ⟨μ, ?_, ?_⟩
  · rwa [isEigenvalue_iff_charpoly, charpoly_symmetrized K' w' hw',
      ← isEigenvalue_iff_charpoly]
  · have h2 : |μ + t| ≤ 2 * |t| + ε := by
      have h' := abs_le.mp h
      exact abs_le.mpr ⟨by linarith [neg_abs_le t], by linarith [le_abs_self t]⟩
    rw [show μ ^ 2 - t ^ 2 = (μ - t) * (μ + t) by ring, abs_mul]
    exact mul_le_mul h h2 (abs_nonneg _) ((norm_nonneg _).trans hε)
```

## (f) Occupations as squares

For symmetric C, show that ν is an eigenvalue of C Cᵀ exactly when

ν = t² for some eigenvalue t of C.

Here C Cᵀ = C². If Cv = tv, then C²v = t²v. Conversely, let C²v = νv with v ≠ 0. By (c),

ν (v·v) = (C²v)·v = (Cv)·(Cv) ≥ 0,

so ν ≥ 0. Put s = √ν and u = Cv + sv. If u = 0, then Cv = −sv and t = −s works. If u ≠ 0, then

Cu = C²v + sCv = s²v + sCv = su,

and t = s works. The `by_cases` on `hz` separates these two cases.

```lean
/-- For a real symmetric coefficient matrix `C`, the eigenvalues of the density matrix are
exactly the squares of the eigenvalues of `C`. -/
theorem occupation_iff {C : Matrix ι ι ℝ} (hC : C.IsSymm) (ν : ℝ) :
    IsEigenvalue (densityMatrix C) ν ↔ ∃ t, IsEigenvalue C t ∧ t ^ 2 = ν := by
  constructor
  · rintro ⟨v, hv, h⟩
    rw [densityMatrix, hC.eq, ← Matrix.mulVec_mulVec] at h
    have hnn : ∀ u : ι → ℝ, 0 ≤ u ⬝ᵥ u :=
      fun u => Finset.sum_nonneg fun i _ => mul_self_nonneg (u i)
    have hpos : 0 < v ⬝ᵥ v :=
      lt_of_le_of_ne (hnn v) fun h0 => hv (dotProduct_self_eq_zero.mp h0.symm)
    have hν : 0 ≤ ν := by
      have h1 := hnn (C *ᵥ v)
      rw [symm_dotProduct hC, h, dotProduct_smul, smul_eq_mul] at h1
      exact nonneg_of_mul_nonneg_left h1 hpos
    -- factor `C² - ν` as `(C - √ν)(C + √ν)`
    by_cases hz : C *ᵥ v + √ν • v = 0
    · refine ⟨-√ν, ⟨v, hv, ?_⟩, by rw [neg_sq, Real.sq_sqrt hν]⟩
      rw [neg_smul]
      exact eq_neg_of_add_eq_zero_left hz
    · refine ⟨√ν, ⟨_, hz, ?_⟩, Real.sq_sqrt hν⟩
      rw [Matrix.mulVec_add, Matrix.mulVec_smul, h, smul_add, smul_smul,
        Real.mul_self_sqrt hν, add_comm]
  · rintro ⟨t, ⟨v, hv, h⟩, rfl⟩
    refine ⟨v, hv, ?_⟩
    rw [densityMatrix, hC.eq, ← Matrix.mulVec_mulVec, h, Matrix.mulVec_smul, h,
      smul_smul, sq]
```

## (g) The change of an occupation

Let C and C′ both be symmetric with ‖C′ − C‖ ≤ ε. For each occupation ν of C, find an occupation ν′ of C′ with

|ν′ − ν| ≤ ε(2√ν + ε).

By (f), ν = t² for an eigenvalue t of C, so √ν = |t|. Part (e) with all weights equal to 1 gives an eigenvalue μ of C′, and ν′ = μ² is an occupation of C′ by (f). Substituting in the bound of (e) gives the claim. The step `hone` records that unit weights leave a matrix unchanged.

```lean
/-- If two real symmetric coefficient matrices differ by at most `ε` in operator norm, each
occupation `ν` of the first has an occupation `ν'` of the second with
`|ν' - ν| ≤ ε (2√ν + ε)`. -/
theorem occupation_error {C C' : Matrix ι ι ℝ} (hC : C.IsSymm) (hC' : C'.IsSymm)
    {ε ν : ℝ} (hε : ‖C' - C‖ ≤ ε) (hν : IsEigenvalue (densityMatrix C) ν) :
    ∃ ν', IsEigenvalue (densityMatrix C') ν' ∧ |ν' - ν| ≤ ε * (2 * √ν + ε) := by
  obtain ⟨t, ht, rfl⟩ := (occupation_iff hC ν).mp hν
  -- unit weights turn the quadrature bound into a bound for `C` and `C'`
  have hone : ∀ M : Matrix ι ι ℝ, symmetrized M (fun _ => 1) = M := by
    intro M
    simp [symmetrized]
  obtain ⟨μ, hμ, h⟩ := quadrature_sq_error (K := C) (K' := C') (w := fun _ => 1)
    (w' := fun _ => 1) (ε := ε) (t := t) hC' (fun _ => zero_le_one) (fun _ => zero_le_one)
    (by rwa [hone, hone]) (by simpa using ht)
  refine ⟨μ ^ 2, (occupation_iff hC' _).mpr ⟨μ, by simpa using hμ, rfl⟩, ?_⟩
  rwa [Real.sqrt_sq_eq_abs]
```

## (h) Occupations at or below ε²

Under the same assumptions, let ν ≤ ε². Show that some occupation ν′ of C′ satisfies

|ν′ − ν| ≤ 3ε².

Since ε ≥ 0, we have √ν ≤ ε, and (g) gives

ε(2√ν + ε) ≤ ε(2ε + ε) = 3ε².

The bound on the absolute error is of second order in ε, but it is at least three times the occupation itself, since ν ≤ ε². For a real two-electron singlet on a finite grid, the bound therefore gives no relative accuracy for the part of the occupation tail below ε². In Lean, `hs` is the estimate of √ν and `nlinarith` does the final multiplication.

```lean
/-- If two real symmetric coefficient matrices differ by at most `ε` in operator norm, each
occupation `ν ≤ ε²` of the first has an occupation of the second within `3ε²`. -/
theorem small_occupation_error {C C' : Matrix ι ι ℝ} (hC : C.IsSymm) (hC' : C'.IsSymm)
    {ε ν : ℝ} (hε : ‖C' - C‖ ≤ ε) (hν : IsEigenvalue (densityMatrix C) ν)
    (hsmall : ν ≤ ε ^ 2) :
    ∃ ν', IsEigenvalue (densityMatrix C') ν' ∧ |ν' - ν| ≤ 3 * ε ^ 2 := by
  have hε0 : 0 ≤ ε := (norm_nonneg _).trans hε
  obtain ⟨ν', h', h⟩ := occupation_error hC hC' hε hν
  have hs : √ν ≤ ε := Real.sqrt_le_iff.mpr ⟨hε0, hsmall⟩
  exact ⟨ν', h', h.trans (by nlinarith [mul_le_mul_of_nonneg_left hs hε0])⟩
```

## (i) A shift that attains the bound

For t, ε ≥ 0 and at least one grid point, take C = t·1 and C′ = (t + ε)·1. Show that ‖C′ − C‖ = ε and that every eigenvalue μ of C′ satisfies

|μ² − t²| = ε(2|t| + ε).

The difference is ε·1, which stretches every vector by ε. If (t + ε)v = μv with v ≠ 0, then μ = t + ε, and

μ² − t² = 2tε + ε² = ε(2t + ε) ≥ 0.

`smul_left_injective` cancels the nonzero vector v. The bound is attained here for the unnormalized squares only. For t > 0 the matrix C′ is a multiple of C, so the normalized occupation numbers n = 2ν / tr(C Cᵀ) are the same for both. For other pairs of matrices the change of the squares can be smaller than the bound.

```lean
/-- On a nonempty grid, for `t, ε ≥ 0`, shifting `t · 1` to `(t + ε) · 1` is a perturbation of norm
`ε`, and every eigenvalue `μ` of the shifted matrix has `|μ² - t²| = ε (2|t| + ε)`. -/
theorem sq_error_sharp [Nonempty ι] {t ε : ℝ} (ht : 0 ≤ t) (hε : 0 ≤ ε) :
    ‖(t + ε) • (1 : Matrix ι ι ℝ) - t • (1 : Matrix ι ι ℝ)‖ = ε ∧
      ∀ μ, IsEigenvalue ((t + ε) • (1 : Matrix ι ι ℝ)) μ →
        |μ ^ 2 - t ^ 2| = ε * (2 * |t| + ε) := by
  constructor
  · rw [← sub_smul, add_sub_cancel_left, norm_smul, CStarRing.norm_one, mul_one,
      Real.norm_of_nonneg hε]
  · rintro μ ⟨v, hv, h⟩
    rw [Matrix.smul_mulVec, Matrix.one_mulVec] at h
    have hμ : t + ε = μ := smul_left_injective ℝ hv h
    rw [← hμ, abs_of_nonneg ht, show (t + ε) ^ 2 - t ^ 2 = ε * (2 * t + ε) by ring]
    exact abs_of_nonneg (by positivity)

end

end NaturalOccupationQuadrature
```

```lean
#print axioms NaturalOccupationQuadrature.small_occupation_error
#print axioms NaturalOccupationQuadrature.sq_error_sharp
```

```
'NaturalOccupationQuadrature.small_occupation_error' depends on axioms: [propext, Classical.choice, Quot.sound]
'NaturalOccupationQuadrature.sq_error_sharp' depends on axioms: [propext, Classical.choice, Quot.sound]
```

## Ordered eigenvalues and approximate eigenvectors

The bounds give each eigenvalue a nearby partner, but two eigenvalues may share one. A statement in terms of ordered eigenvalues, for C and C′ both symmetric, would compare the k-th eigenvalue of one with the k-th of the other. That is Weyl's inequality; it pairs eigenvalues one to one with multiplicity, and is not proved here.

The argument in (d) uses C only through the residual r. The same reasoning shows that if v ≠ 0 and |C′v − tv| ≤ ε|v|, then the symmetric matrix C′ has an eigenvalue within ε of t. For a normalized approximate eigenvector v, the length of the residual C′v − tv thus bounds the distance from t to the nearest eigenvalue of C′.
